# The resolvent of a complex symmetric matrix with distinct eigenvalues is a sum over its modes

If the effective Hamiltonian H of an open system does not depend on energy, a transmission amplitude can be plotted against energy by diagonalising H once and then evaluating a sum of pole terms at each energy, instead of solving a new linear system every time. Each term is divided by v_jᵀv_j, the product of an eigenvector with itself without complex conjugation. For a complex vector this number can vanish even though the vector does not. If H is symmetric and its eigenvalues are distinct, it never vanishes for an eigenvector, and the pole sum is exactly the resolvent:

(z − H)⁻¹ = Σ_j v_j v_jᵀ / ((z − x_j) v_jᵀv_j),  z ≠ x_j for all j.

Such matrices arise when a finite, non-interacting region with a real symmetric Hamiltonian loses particles through real couplings to surroundings whose own Hamiltonian is also real symmetric. The losses add a complex symmetric term, so Hᵀ = H holds while H is no longer Hermitian. The step from the open system to one fixed matrix H is taken as given here. In general the leads contribute an energy-dependent term, and the modes then change with energy.

In the code, `n` is the finite set of basis labels, not the dimension itself. The eigenvalues, often written E_j, are called `x j`. The vector `v j` has components `v j i`, so the first index names the mode.

```lean
import Mathlib

open Matrix

namespace BiorthogonalExpansion

variable {n : Type*} [Fintype n] [DecidableEq n]
  {H : Matrix n n ℂ} {x : n → ℂ} {v : n → n → ℂ}
```

## Modes and their independence

A mode system consists of one nonzero vector v_j per dimension, with

H v_j = x_j v_j,  x_i ≠ x_j for i ≠ j.

The three fields below state distinctness, nonvanishing and the eigenvalue equation. No normalisation is imposed. Symmetry of H is a separate hypothesis, `Hᵀ = H`, added where it is used.

```lean
/-- The vectors `v j` are nonzero eigenvectors of `H` with pairwise distinct eigenvalues `x j`,
one for each dimension of the space. -/
structure IsModeSystem (H : Matrix n n ℂ) (x : n → ℂ) (v : n → n → ℂ) : Prop where
  distinct : Function.Injective x
  ne_zero : ∀ j, v j ≠ 0
  eigen : ∀ j, H *ᵥ v j = x j • v j
```

The modes form a basis. Suppose they were dependent, and take a nontrivial relation Σ_j c_j v_j = 0 with the fewest nonzero coefficients, one of them c_k. Applying H and subtracting x_k times the relation gives

Σ_j c_j (x_j − x_k) v_j = 0.

The k-th term is gone and every other nonzero coefficient stays nonzero. Since no shorter nontrivial relation exists, there were no other terms, so c_k v_k = 0, which contradicts v_k ≠ 0. As there are as many modes as dimensions, they span the space. Hence

A v_j = B v_j for all j  ⇒  A = B.

```lean
/-- Two matrices that act in the same way on every mode of a mode system are equal. -/
theorem IsModeSystem.matrix_ext (h : IsModeSystem H x v) {A B : Matrix n n ℂ}
    (hAB : ∀ j, A *ᵥ v j = B *ᵥ v j) : A = B := by
  -- eigenvectors to distinct eigenvalues are independent, and there are enough of them
  have hli : LinearIndependent ℂ v :=
    Module.End.eigenvectors_linearIndependent' (Matrix.toLin' H) x h.distinct v
      (fun j => Module.End.hasEigenvector_iff.mpr
        ⟨Module.End.mem_eigenspace_iff.mpr (by rw [Matrix.toLin'_apply]; exact h.eigen j),
          h.ne_zero j⟩)
  have hspan : Submodule.span ℂ (Set.range v) = ⊤ :=
    hli.span_eq_top_of_card_eq_finrank' (by simp)
  apply Matrix.toLin'.injective
  refine LinearMap.ext_on_range hspan fun j => ?_
  rw [Matrix.toLin'_apply, Matrix.toLin'_apply]
  exact hAB j
```

Mathlib supplies the independence as `Module.End.eigenvectors_linearIndependent'`. The dimension count gives `hspan`, and `LinearMap.ext_on_range` extends the agreement from the modes to all vectors.

## Orthogonality without conjugation

Because H is symmetric, v_iᵀH v_j can be evaluated by letting H act to the right or to the left:

x_j v_iᵀv_j = v_iᵀ(H v_j) = (H v_i)ᵀv_j = x_i v_iᵀv_j.

Therefore (x_j − x_i) v_iᵀv_j = 0, and for i ≠ j the first factor is nonzero, so v_iᵀv_j = 0. This is biorthogonality in its symmetric form: the left eigenvector belonging to x_j is simply v_jᵀ. In Lean the product is `v i ⬝ᵥ v j`, which takes no complex conjugate.

```lean
omit [DecidableEq n] in
/-- Different modes of a complex symmetric matrix with distinct eigenvalues are orthogonal
in the product without complex conjugation. -/
theorem IsModeSystem.orthogonal (h : IsModeSystem H x v) (hH : Hᵀ = H) {i j : n}
    (hij : i ≠ j) : v i ⬝ᵥ v j = 0 := by
  -- symmetry moves `H` from one factor to the other
  have h1 : v i ⬝ᵥ (H *ᵥ v j) = (H *ᵥ v i) ⬝ᵥ v j := by
    rw [Matrix.dotProduct_mulVec, ← Matrix.mulVec_transpose, hH]
  rw [h.eigen i, h.eigen j, dotProduct_smul, smul_dotProduct, smul_eq_mul, smul_eq_mul] at h1
  have h2 : (x j - x i) * (v i ⬝ᵥ v j) = 0 := by linear_combination h1
  exact (mul_eq_zero.mp h2).resolve_left
    (sub_ne_zero.mpr fun e => hij (h.distinct e.symm))
```

Here `h1` is the equality of the two evaluations, and `h2` is the factorised equation.

## No mode is orthogonal to itself

Suppose v_jᵀv_j = 0 for some j. Together with the orthogonality just shown, v_jᵀv_k = 0 for every k, and so

(v_j v_jᵀ) v_k = v_j (v_jᵀv_k) = 0 for all k.

A matrix that annihilates every mode is zero. The diagonal entries of v_j v_jᵀ are the squares of the components of v_j, so all components vanish, contrary to v_j ≠ 0.

```lean
/-- No mode of a complex symmetric matrix with distinct eigenvalues is self-orthogonal:
`v_jᵀ v_j` is nonzero. -/
theorem IsModeSystem.self_ne_zero (h : IsModeSystem H x v) (hH : Hᵀ = H) (j : n) :
    v j ⬝ᵥ v j ≠ 0 := by
  intro h0
  -- otherwise the dyad `v_j v_jᵀ` annihilates every mode
  have hz : Matrix.vecMulVec (v j) (v j) = 0 := by
    refine h.matrix_ext fun k => ?_
    have hk : v j ⬝ᵥ v k = 0 := by
      by_cases hjk : j = k
      · rw [← hjk]; exact h0
      · exact h.orthogonal hH hjk
    rw [Matrix.zero_mulVec]
    ext i
    calc (Matrix.vecMulVec (v j) (v j) *ᵥ v k) i = v j i * (v j ⬝ᵥ v k) := by
          simp only [Matrix.mulVec, dotProduct, Matrix.vecMulVec_apply, Finset.mul_sum, mul_assoc]
      _ = (0 : n → ℂ) i := by simp [hk]
  apply h.ne_zero j
  ext i
  have hi := congrFun (congrFun hz i) i
  simpa [Matrix.vecMulVec_apply] using hi
```

The dyad v_j v_jᵀ is `Matrix.vecMulVec (v j) (v j)`. The case split on `j = k` separates the assumed zero from the zeros due to orthogonality.

The modes can therefore be rescaled to v_j/√(v_jᵀv_j), with either complex square root, after which the denominators in the expansion are just z − x_j. The theorem gives no positive lower bound on the ratio of |v_jᵀv_j| to the ordinary squared norm v_j†v_j, which does not depend on the scaling of v_j. Where this ratio is small, the matrix v_j v_jᵀ/(v_jᵀv_j) in the pole term is large.

## Weighted sums of dyads

For any vectors v_j, any coefficients c_j and any w,

(Σ_j c_j v_j v_jᵀ) w = Σ_j c_j (v_jᵀw) v_j.

This is the associativity of the matrix product, applied term by term.

```lean
/-- A weighted sum of dyads `v_j v_jᵀ` sends `w` to the sum of the `v_j` with
coefficients `c_j (v_jᵀ w)`. -/
theorem dyadSum_mulVec (c : n → ℂ) (v : n → n → ℂ) (w : n → ℂ) :
    (∑ j, c j • Matrix.vecMulVec (v j) (v j)) *ᵥ w = ∑ j, (c j * (v j ⬝ᵥ w)) • v j := by
  rw [← Matrix.toLin'_apply, map_sum, LinearMap.sum_apply]
  refine Finset.sum_congr rfl fun j _ => ?_
  rw [Matrix.toLin'_apply]
  ext i
  simp only [Matrix.mulVec, dotProduct, Matrix.smul_apply, Matrix.vecMulVec_apply,
    Pi.smul_apply, smul_eq_mul, Finset.mul_sum, Finset.sum_mul]
  exact Finset.sum_congr rfl fun l _ => by ring
```

Setting w = v_k for the modes of a symmetric H leaves only the term j = k:

(Σ_j c_j v_j v_jᵀ) v_k = c_k (v_kᵀv_k) v_k.

```lean
/-- For a complex symmetric matrix with distinct eigenvalues, a weighted sum of the dyads
`v_j v_jᵀ` multiplies the mode `v_k` by `c_k (v_kᵀ v_k)`. -/
theorem IsModeSystem.dyadSum_mode (h : IsModeSystem H x v) (hH : Hᵀ = H) (c : n → ℂ) (k : n) :
    (∑ j, c j • Matrix.vecMulVec (v j) (v j)) *ᵥ v k = (c k * (v k ⬝ᵥ v k)) • v k := by
  rw [dyadSum_mulVec]
  refine Finset.sum_eq_single k (fun j _ hjk => ?_) (fun hk => absurd (Finset.mem_univ k) hk)
  rw [h.orthogonal hH hjk, mul_zero, zero_smul]
```

The selection of the surviving term is `Finset.sum_eq_single`.

With c_j = 1/(v_jᵀv_j), the right-hand side is v_k. The weighted sum then acts on every mode as the identity does, which gives completeness:

Σ_j v_j v_jᵀ / (v_jᵀv_j) = 1.

```lean
/-- Completeness: for a complex symmetric matrix with distinct eigenvalues, the dyads
`v_j v_jᵀ / (v_jᵀ v_j)` sum to the identity. -/
theorem IsModeSystem.completeness (h : IsModeSystem H x v) (hH : Hᵀ = H) :
    ∑ j, (v j ⬝ᵥ v j)⁻¹ • Matrix.vecMulVec (v j) (v j) = 1 := by
  refine h.matrix_ext fun k => ?_
  rw [h.dyadSum_mode hH (fun j => (v j ⬝ᵥ v j)⁻¹) k, inv_mul_cancel₀ (h.self_ne_zero hH k),
    one_smul, Matrix.one_mulVec]
```

## The pole expansion

Now take c_j = 1/((z − x_j) v_jᵀv_j) and call the sum G. Its action on a mode is

G v_k = v_k/(z − x_k),

and therefore

(z − H) G v_k = (z − x_k) v_k/(z − x_k) = v_k.

This holds for every mode, so (z − H)G = 1. For square matrices a right inverse is also a left inverse, and G = (z − H)⁻¹.

The theorem has two parts: `IsUnit` says that z − H is invertible, and the equation identifies the inverse. The first part matters because Lean also assigns a value to `⁻¹` for singular matrices.

```lean
/-- Biorthogonal expansion of the resolvent: if `H` is complex symmetric with distinct
eigenvalues `x_j` and `z` is none of them, then `z - H` is invertible and its inverse is the sum
of `v_j v_jᵀ / ((z - x_j) v_jᵀ v_j)`. -/
theorem IsModeSystem.resolvent (h : IsModeSystem H x v) (hH : Hᵀ = H) {z : ℂ}
    (hz : ∀ j, z ≠ x j) :
    IsUnit (z • (1 : Matrix n n ℂ) - H) ∧
    (z • (1 : Matrix n n ℂ) - H)⁻¹ =
      ∑ j, ((z - x j) * (v j ⬝ᵥ v j))⁻¹ • Matrix.vecMulVec (v j) (v j) := by
  -- it suffices to test the product with `z - H` on each mode
  have hmul : (z • (1 : Matrix n n ℂ) - H) *
      (∑ j, ((z - x j) * (v j ⬝ᵥ v j))⁻¹ • Matrix.vecMulVec (v j) (v j)) = 1 := by
    refine h.matrix_ext fun k => ?_
    have h1 : z - x k ≠ 0 := sub_ne_zero.mpr (hz k)
    have h2 := h.self_ne_zero hH k
    have hc : ((z - x k) * (v k ⬝ᵥ v k))⁻¹ * (v k ⬝ᵥ v k) * (z - x k) = 1 := by
      rw [mul_assoc, mul_comm (v k ⬝ᵥ v k) (z - x k)]
      exact inv_mul_cancel₀ (mul_ne_zero h1 h2)
    rw [← Matrix.mulVec_mulVec,
      h.dyadSum_mode hH (fun j => ((z - x j) * (v j ⬝ᵥ v j))⁻¹) k,
      Matrix.mulVec_smul, Matrix.sub_mulVec, Matrix.smul_mulVec, Matrix.one_mulVec,
      h.eigen k, ← sub_smul, smul_smul, hc, one_smul]
  exact ⟨⟨⟨_, _, hmul, mul_eq_one_comm.mp hmul⟩, rfl⟩, Matrix.inv_eq_right_inv hmul⟩
```

The auxiliary statement `hmul` is (z − H)G = 1, checked mode by mode, and `hc` is the cancellation of the scalar factors.

## Amplitudes between channels

Let a and b be the vectors that couple the outgoing and the incoming channel to the region. Multiplying the expansion by aᵀ from the left and by b from the right gives

aᵀ(z − H)⁻¹b = Σ_j (aᵀv_j)(v_jᵀb) / ((z − x_j) v_jᵀv_j).

Each numerator is the coupling of the mode to one channel times its coupling to the other. For this finite, energy-independent model, that is the resonance sum used in transport calculations. The vector a enters without conjugation; if a convention calls for a†, the conjugate vector has to be inserted for a. The prefactors and the direct term that turn such an amplitude into a scattering matrix are not part of the statement.

```lean
/-- For complex symmetric `H` with distinct eigenvalues and `z` none of them, the resolvent
amplitude between channel vectors `a` and `b` is the sum of
`(aᵀ v_j)(v_jᵀ b) / ((z - x_j) v_jᵀ v_j)`. -/
theorem IsModeSystem.channel_amplitude (h : IsModeSystem H x v) (hH : Hᵀ = H) {z : ℂ}
    (hz : ∀ j, z ≠ x j) (a b : n → ℂ) :
    a ⬝ᵥ ((z • (1 : Matrix n n ℂ) - H)⁻¹ *ᵥ b) =
      ∑ j, (a ⬝ᵥ v j) * (v j ⬝ᵥ b) / ((z - x j) * (v j ⬝ᵥ v j)) := by
  rw [(h.resolvent hH hz).2, dyadSum_mulVec, dotProduct_sum]
  refine Finset.sum_congr rfl fun j _ => ?_
  rw [dotProduct_smul, smul_eq_mul, div_eq_mul_inv]
  ring
```

## A non-Hermitian example with two levels

The matrix with rows (5, 4i) and (4i, −5) is symmetric but not Hermitian. It is chosen for simple numbers: its anti-Hermitian part has eigenvalues 4i and −4i, so it describes gain as well as loss. Subtracting 4i from both diagonal entries would give a purely lossy matrix with the same modes and with both eigenvalues shifted by −4i. For the matrix as it stands, direct multiplication gives

H (2, i)ᵀ = (6, 3i)ᵀ = 3 (2, i)ᵀ,
H (1, 2i)ᵀ = (−3, −6i)ᵀ = −3 (1, 2i)ᵀ.

The code uses these unnormalised vectors, for which v_jᵀv_j is 3 and −3. The rescaled modes are (2, i)/√3 and (−i, 2)/√3. With conjugation the first vector would have squared norm 5 instead of 3, and its pole term would come out with the wrong weight.

```lean
/-- The two-level matrix with diagonal `5, -5` and imaginary coupling `4i` is symmetric but not
Hermitian, and has the modes `(2, i)` and `(1, 2i)` with eigenvalues `3` and `-3`. -/
theorem isModeSystem_witness :
    (!![5, 4 * Complex.I; 4 * Complex.I, -5] : Matrix (Fin 2) (Fin 2) ℂ)ᵀ =
      !![5, 4 * Complex.I; 4 * Complex.I, -5] ∧
    (!![5, 4 * Complex.I; 4 * Complex.I, -5] : Matrix (Fin 2) (Fin 2) ℂ)ᴴ ≠
      !![5, 4 * Complex.I; 4 * Complex.I, -5] ∧
    IsModeSystem !![5, 4 * Complex.I; 4 * Complex.I, -5] ![3, -3]
      ![![2, Complex.I], ![1, 2 * Complex.I]] := by
  refine ⟨?_, ?_, ?_, ?_, ?_⟩
  · ext i j
    fin_cases i <;> fin_cases j <;> simp
  · intro h
    have h01 := congrArg Complex.im (congrFun (congrFun h 0) 1)
    norm_num [Matrix.conjTranspose_apply] at h01
  · intro i j hij
    have h3 : (3 : ℂ) ≠ -3 := by norm_num
    fin_cases i <;> fin_cases j
    · rfl
    · exact (h3 hij).elim
    · exact (h3 hij.symm).elim
    · rfl
  · intro j hj
    have h0 := congrFun hj 0
    fin_cases j <;> simp at h0
  · intro j
    ext i
    fin_cases j <;> fin_cases i <;>
      simp [Matrix.mulVec, dotProduct, Fin.sum_univ_succ, Complex.ext_iff] <;> norm_num
```

The proof compares entries for the symmetry and the eigenvalue equations. The imaginary part of one off-diagonal entry rules out Hermiticity.

## A self-orthogonal eigenvector at a repeated eigenvalue

Without distinct eigenvalues, symmetry alone does not ensure v_jᵀv_j ≠ 0. Let M have rows (1, i) and (i, −1), and let u = (1, i)ᵀ. Then

M² = 0,  M u = 0,  uᵀu = 1 + i² = 0.

Since M² = 0, every eigenvalue of M is zero. A basis of eigenvectors would then force M = 0, so M has none. For z ≠ 0, multiplying out shows that

(z − M)⁻¹ = 1/z + M/z²,

with a double pole that no sum of simple poles reproduces. What M lacks is a basis of eigenvectors; a repeated eigenvalue does not always have this effect, as the identity matrix shows. Like the previous example, M contains gain as well as loss; subtracting i from both diagonal entries gives a purely lossy matrix with the same self-orthogonal eigenvector u, now with eigenvalue −i. The theorem below records the properties of M and u, not the double-pole formula.

```lean
/-- The symmetric matrix with rows `(1, i)` and `(i, -1)` squares to zero, and its nonzero
eigenvector `(1, i)` with eigenvalue `0` is self-orthogonal. -/
theorem self_orthogonal_mode :
    (!![1, Complex.I; Complex.I, -1] : Matrix (Fin 2) (Fin 2) ℂ)ᵀ =
      !![1, Complex.I; Complex.I, -1] ∧
    (!![1, Complex.I; Complex.I, -1] : Matrix (Fin 2) (Fin 2) ℂ) *
      !![1, Complex.I; Complex.I, -1] = 0 ∧
    (![1, Complex.I] : Fin 2 → ℂ) ≠ 0 ∧
    !![1, Complex.I; Complex.I, -1] *ᵥ ![1, Complex.I] = (0 : ℂ) • ![1, Complex.I] ∧
    ![1, Complex.I] ⬝ᵥ ![1, Complex.I] = 0 := by
  refine ⟨?_, ?_, ?_, ?_, ?_⟩
  · ext i j
    fin_cases i <;> fin_cases j <;> simp
  · ext i j
    fin_cases i <;> fin_cases j <;> simp [Matrix.mul_apply, Fin.sum_univ_succ]
  · intro h
    have h0 := congrFun h 0
    simp at h0
  · ext i
    fin_cases i <;> simp [Matrix.mulVec, dotProduct, Fin.sum_univ_succ]
  · simp [dotProduct, Fin.sum_univ_succ]

end BiorthogonalExpansion
```

```lean
#print axioms BiorthogonalExpansion.IsModeSystem.completeness
#print axioms BiorthogonalExpansion.IsModeSystem.resolvent
#print axioms BiorthogonalExpansion.IsModeSystem.channel_amplitude
#print axioms BiorthogonalExpansion.self_orthogonal_mode
```

```
'BiorthogonalExpansion.IsModeSystem.completeness' depends on axioms: [propext, Classical.choice, Quot.sound]
'BiorthogonalExpansion.IsModeSystem.resolvent' depends on axioms: [propext, Classical.choice, Quot.sound]
'BiorthogonalExpansion.IsModeSystem.channel_amplitude' depends on axioms: [propext, Classical.choice, Quot.sound]
'BiorthogonalExpansion.self_orthogonal_mode' depends on axioms: [propext, Classical.choice, Quot.sound]
```
